# A four-component spinor equals its charge conjugate exactly when it is the sum of a left-handed spinor and that spinor's charge conjugate, the left-handed spinor being unique

The theorem `selfConj_iff_leftHanded` concerns a single spinor u in ℂ⁴, with the gamma matrices in the Dirac representation and charge conjugation defined as u ↦ iγ²u*. It states that u is its own charge conjugate (the Majorana condition) if and only if there is exactly one w with γ⁵w = −w and u equal to w plus the charge conjugate of w. The spinors are constant vectors, need not be normalised and may be zero, and no equation of motion is imposed. For the forward direction the proof takes w = (u − γ⁵u)/2, checks both conditions and shows that no other w will do; the converse uses the fact that charge conjugation is additive and is its own inverse.

As first written in Lean, the proof fails:

```lean
import Mathlib

open Matrix ComplexConjugate
open Complex (I)

namespace SelfConjIffLeftHanded

noncomputable section

/-- The matrix `γ⁰` in the Dirac representation. -/
def g0 : Matrix (Fin 4) (Fin 4) ℂ :=
  !![1, 0, 0, 0; 0, 1, 0, 0; 0, 0, -1, 0; 0, 0, 0, -1]

/-- The matrix `γ¹` in the Dirac representation. -/
def g1 : Matrix (Fin 4) (Fin 4) ℂ :=
  !![0, 0, 0, 1; 0, 0, 1, 0; 0, -1, 0, 0; -1, 0, 0, 0]

/-- The matrix `γ²` in the Dirac representation. -/
def g2 : Matrix (Fin 4) (Fin 4) ℂ :=
  !![0, 0, 0, -I; 0, 0, I, 0; 0, I, 0, 0; -I, 0, 0, 0]

/-- The matrix `γ³` in the Dirac representation. -/
def g3 : Matrix (Fin 4) (Fin 4) ℂ :=
  !![0, 0, 1, 0; 0, 0, 0, -1; -1, 0, 0, 0; 0, 1, 0, 0]

/-- The chirality matrix `γ⁵ = i γ⁰ γ¹ γ² γ³`. -/
def g5 : Matrix (Fin 4) (Fin 4) ℂ := I • (g0 * g1 * (g2 * g3))

/-- Charge conjugation of a spinor, `u ↦ i γ² conj(u)`. -/
def chargeConj (u : Fin 4 → ℂ) : Fin 4 → ℂ := (I • g2) *ᵥ star u

/-- Charge conjugation in components: it reverses the order of the four entries, conjugates
them, and changes the sign of the middle two. -/
theorem chargeConj_apply (u : Fin 4 → ℂ) :
    chargeConj u = ![conj (u 3), -conj (u 2), -conj (u 1), conj (u 0)] := by
  ext i
  fin_cases i <;>
    simp [chargeConj, g2, Matrix.mulVec, dotProduct, Fin.sum_univ_four]

/-- In the Dirac representation `γ⁵` exchanges the upper and lower pairs of components. -/
theorem g5_mulVec (u : Fin 4 → ℂ) : g5 *ᵥ u = ![u 2, u 3, u 0, u 1] := by
  have h : g5 = !![0, 0, 1, 0; 0, 0, 0, 1; 1, 0, 0, 0; 0, 1, 0, 0] := by
    ext i j
    fin_cases i <;> fin_cases j <;>
      simp [g5, g0, g1, g2, g3]
  rw [h]
  ext i
  fin_cases i <;> simp [Matrix.mulVec, dotProduct, Fin.sum_univ_four]

/-- Charge conjugation is antilinear: it is additive, and scalars come out conjugated. -/
theorem chargeConj_antilinear (a : ℂ) (u v : Fin 4 → ℂ) :
    chargeConj (u + v) = chargeConj u + chargeConj v ∧
      chargeConj (a • u) = conj a • chargeConj u := by
  simp only [chargeConj_apply]
  constructor <;> ext i <;> fin_cases i <;> simp <;> ring

/-- Charge conjugation applied twice gives back the original spinor. -/
theorem chargeConj_involutive : Function.Involutive chargeConj := by
  intro u
  ext i
  fin_cases i <;> simp [chargeConj_apply]

/-- Charge conjugation reverses chirality: it anticommutes with `γ⁵`. -/
theorem g5_chargeConj (u : Fin 4 → ℂ) :
    g5 *ᵥ chargeConj u = -chargeConj (g5 *ᵥ u) := by
  ext i
  fin_cases i <;> simp [g5_mulVec, chargeConj_apply]

/-- A spinor is its own charge conjugate exactly when it is the sum of a left-handed spinor
(`γ⁵ w = -w`) and the charge conjugate of that spinor, and `w` is then unique. -/
theorem selfConj_iff_leftHanded (u : Fin 4 → ℂ) :
    chargeConj u = u ↔ ∃! w : Fin 4 → ℂ, g5 *ᵥ w = -w ∧ u = w + chargeConj w := by
  constructor
  · intro h
    have hg : chargeConj (g5 *ᵥ u) = -(g5 *ᵥ u) := by
      have := g5_chargeConj u
      rw [h] at this
      rw [this, neg_neg]
    have hsq : g5 *ᵥ (g5 *ᵥ u) = u := by
      ext j
      fin_cases j <;> simp [g5_mulVec]
    -- the left-handed part of `u`
    refine ⟨(1 / 2 : ℂ) • (u + (-1 : ℂ) • (g5 *ᵥ u)), ⟨?_, ?_⟩, ?_⟩
    · rw [Matrix.mulVec_smul, Matrix.mulVec_add, Matrix.mulVec_smul, hsq]
      module
    · have hhalf : conj (1 / 2 : ℂ) = 1 / 2 := by simp
      have hone : conj (-1 : ℂ) = -1 := by simp
      rw [(chargeConj_antilinear _ _ 0).2, (chargeConj_antilinear 0 _ _).1,
        (chargeConj_antilinear _ _ 0).2, hg, h, hhalf, hone]
      module
    · rintro w ⟨hw, huw⟩
      have hneg : chargeConj (-w) = -chargeConj w := by
        simpa using (chargeConj_antilinear (-1) w w).2
      have hgu : g5 *ᵥ u = -w + chargeConj w := by
        rw [huw, Matrix.mulVec_add, g5_chargeConj, hw, hneg, neg_neg]
      rw [hgu, huw]
      module
  · rintro ⟨w, ⟨_, huw⟩, _⟩
    rw [huw, (chargeConj_antilinear 0 _ _).1, chargeConj_involutive w, add_comm]

end

end SelfConjIffLeftHanded
```

Lean reports:

```
Main.lean:75:51: error: unsolved goals
u : Fin 4 → ℂ
h : chargeConj u = u
this : g5 *ᵥ u = -chargeConj (g5 *ᵥ u)
⊢ chargeConj (-chargeConj (g5 *ᵥ u)) = chargeConj (g5 *ᵥ u)
Main.lean:86:47: error: unsolved goals
u : Fin 4 → ℂ
h : chargeConj u = u
hg : chargeConj (g5 *ᵥ u) = -(g5 *ᵥ u)
hsq : g5 *ᵥ g5 *ᵥ u = u
⊢ (starRingEnd ℂ) 2 = 2
```

The first message comes from the proof of `hg`. There `this` says that `g5 *ᵥ u` equals `-chargeConj (g5 *ᵥ u)`, and `rw [this]` replaces every `g5 *ᵥ u` in the goal, including the one inside `chargeConj` on the left. After `neg_neg` tidies the right side, a nested `chargeConj` remains and the goal is still open. The repair doesn't rewrite the goal at all: `neg_eq_iff_eq_neg` moves the minus sign across `this`, and `.symm` swaps the sides, which gives exactly `hg`.

The second message comes from `hhalf`, the statement that 1/2 is unchanged by complex conjugation. `simp` reduces it to the same claim about 2, `(starRingEnd ℂ) 2 = 2`, and stops there. The repair uses `Complex.conj_eq_iff_real`, by which a complex number equals its conjugate exactly when it is the image of a real number. The real number 1/2 is supplied, and `simp` only has to check that its image in ℂ is the complex 1/2.

Lean accepts the file once it reads:

```diff
@@ -76,5 +76,5 @@
       have := g5_chargeConj u
       rw [h] at this
-      rw [this, neg_neg]
+      exact (neg_eq_iff_eq_neg.mpr this).symm
     have hsq : g5 *ᵥ (g5 *ᵥ u) = u := by
       ext j
@@ -84,5 +84,6 @@
     · rw [Matrix.mulVec_smul, Matrix.mulVec_add, Matrix.mulVec_smul, hsq]
       module
-    · have hhalf : conj (1 / 2 : ℂ) = 1 / 2 := by simp
+    · have hhalf : conj (1 / 2 : ℂ) = 1 / 2 :=
+        Complex.conj_eq_iff_real.mpr ⟨1 / 2, by simp⟩
       have hone : conj (-1 : ℂ) = -1 := by simp
       rw [(chargeConj_antilinear _ _ 0).2, (chargeConj_antilinear 0 _ _).1,
```
